# Uniform, Gaussian and exponential nuclei of equal rms radius have different $\langle r^4\rangle$

If a nucleus is described by its rms radius alone, a uniform ball and a Gaussian of the same radius count as the same nucleus, although the Gaussian's $\langle r^4\rangle$ is larger by a factor $7/5$. In electronic-structure calculations with finite nuclei, this difference enters the field shift when the shift is expanded in even radial moments and the expansion is carried beyond $\langle r^2\rangle$ to the $\langle r^4\rangle$ term. The results below concern only the moments of static, spherical charge densities; no electronic energy is computed.

```lean
import Mathlib

open Real Set MeasureTheory Filter

namespace NuclearFieldShift

noncomputable section
```

## Moments and shape ratio

A spherical density is a function $\rho(r)$, with radial moments

$$M_k=4\pi\int_0^\infty r^{k+2}\rho(r)\,dr .$$

Charge is measured in units of the total nuclear charge, so a normalised density has $M_0=1$ and $M_k=\langle r^k\rangle$. In Lean, $\rho$ is a real function `ρ : ℝ → ℝ`, integrated over `Ioi 0`, the half-line $r>0$.

```lean
/-- The `k`-th radial moment `4π ∫ r^(k+2) ρ(r) dr` of a spherical charge density. -/
def radialMoment (ρ : ℝ → ℝ) (k : ℕ) : ℝ :=
  4 * π * ∫ r in Ioi (0 : ℝ), r ^ (k + 2) * ρ r
```

The shape ratio $S=M_0M_4/M_2^2$ equals $\langle r^4\rangle/\langle r^2\rangle^2$ for a normalised density, and needs no normalisation constant to be worked out.

```lean
/-- The shape ratio `M₀ M₄ / M₂²` of a charge density, for densities with `M₂ ≠ 0`. -/
def shapeRatio (ρ : ℝ → ℝ) : ℝ :=
  radialMoment ρ 0 * radialMoment ρ 4 / radialMoment ρ 2 ^ 2
```

The model densities are a ball of radius $R$, the family $c\,e^{-br^p}$ with real exponent $p$, and its cases $p=2$ and $p=1$, written separately in their familiar forms.

```lean
/-- A uniform ball of radius `R` and charge density `c`. -/
def ballDensity (c R r : ℝ) : ℝ := if r ≤ R then c else 0

/-- The stretched exponential density `c exp(-b r^p)`, for `r ≥ 0`. -/
def stretchedDensity (c b p r : ℝ) : ℝ := c * rexp (-b * r ^ p)

/-- The Gaussian density `c exp(-b r²)`. -/
def gaussianDensity (c b r : ℝ) : ℝ := c * rexp (-b * r ^ 2)

/-- The exponential density `c exp(-b r)`. -/
def exponentialDensity (c b r : ℝ) : ℝ := c * rexp (-b * r)
```

## The variance of $r^2$ is positive

Let $\rho\ge0$ for $r>0$, $M_0=1$, and let $M_4$ be finite (`hfin`). The second moment is then finite too, because

$$r^2\rho+r^6\rho-r^4\rho=r^2\rho\left[(r^2-\tfrac12)^2+\tfrac34\right]\ge0 .$$

With $a=\langle r^2\rangle$, expanding the square gives

$$4\pi\int_0^\infty(r^2-a)^2r^2\rho\,dr=M_4-2aM_2+a^2M_0=\langle r^4\rangle-a^2\ge0 .$$

If this vanished, $r^2\rho$ would be zero almost everywhere except at $r=\sqrt a$. A single point carries no integral, so $M_0$ would be $0$, not $1$. Hence $\langle r^2\rangle^2<\langle r^4\rangle$. An infinitely thin charged shell, which would give equality, is not a density function and is not covered.

In the proof, `h4` is the finiteness step, `key` the expansion and `hpos` the exclusion of zero variance. Lean gives a non-integrable function the integral $0$, so `hnorm` already guarantees that $r^2\rho$ is integrable (`h2`).

```lean
/-- For a non-negative normalised charge density with finite fourth moment,
the square of `⟨r²⟩` is strictly less than `⟨r⁴⟩`. -/
theorem sq_second_moment_lt_fourth {ρ : ℝ → ℝ} (hρ : ∀ r, 0 < r → 0 ≤ ρ r)
    (hnorm : radialMoment ρ 0 = 1)
    (hfin : IntegrableOn (fun r => r ^ 6 * ρ r) (Ioi 0)) :
    radialMoment ρ 2 ^ 2 < radialMoment ρ 4 := by
  obtain ⟨a, ha⟩ : ∃ a, a = radialMoment ρ 2 := ⟨_, rfl⟩
  have hA : 4 * π * ∫ r in Ioi (0 : ℝ), r ^ 2 * ρ r = 1 := hnorm
  have hB : 4 * π * ∫ r in Ioi (0 : ℝ), r ^ 4 * ρ r = a := ha.symm
  have hC : radialMoment ρ 4 = 4 * π * ∫ r in Ioi (0 : ℝ), r ^ 6 * ρ r := rfl
  have h6 : Integrable (fun r => r ^ 6 * ρ r) (volume.restrict (Ioi (0 : ℝ))) := hfin
  have h2 : Integrable (fun r => r ^ 2 * ρ r) (volume.restrict (Ioi (0 : ℝ))) := by
    by_contra h
    rw [integral_undef h] at hA
    norm_num at hA
  -- the second moment is finite because r⁴ ≤ r² + r⁶
  have h4 : Integrable (fun r => r ^ 4 * ρ r) (volume.restrict (Ioi (0 : ℝ))) := by
    refine Integrable.mono' (h2.add h6) ?_ ?_
    · have hm : AEStronglyMeasurable (fun r : ℝ => r ^ 2 * (r ^ 2 * ρ r))
          (volume.restrict (Ioi (0 : ℝ))) :=
        (continuous_pow 2).aestronglyMeasurable.mul h2.aestronglyMeasurable
      refine hm.congr (Eventually.of_forall fun r => ?_)
      show r ^ 2 * (r ^ 2 * ρ r) = r ^ 4 * ρ r
      ring
    · filter_upwards [ae_restrict_mem measurableSet_Ioi] with r hr
      have hp := hρ r hr
      have h : 0 ≤ r ^ 2 * ρ r * ((r ^ 2 - 1 / 2) ^ 2 + 3 / 4) := by positivity
      rw [Real.norm_of_nonneg (by positivity)]
      show r ^ 4 * ρ r ≤ r ^ 2 * ρ r + r ^ 6 * ρ r
      linarith [h, show r ^ 2 * ρ r * ((r ^ 2 - 1 / 2) ^ 2 + 3 / 4)
        = r ^ 2 * ρ r + r ^ 6 * ρ r - r ^ 4 * ρ r by ring]
  -- expand the variance of r²
  have hf : (fun r => (r ^ 2 - a) ^ 2 * (r ^ 2 * ρ r)) = fun r =>
      (r ^ 6 * ρ r - 2 * a * (r ^ 4 * ρ r)) + a ^ 2 * (r ^ 2 * ρ r) := by
    funext r
    ring
  have hs : Integrable (fun r => r ^ 6 * ρ r - 2 * a * (r ^ 4 * ρ r))
      (volume.restrict (Ioi (0 : ℝ))) := h6.sub (h4.const_mul (2 * a))
  have hi : Integrable (fun r => (r ^ 2 - a) ^ 2 * (r ^ 2 * ρ r))
      (volume.restrict (Ioi (0 : ℝ))) := by
    rw [hf]
    exact hs.add (h2.const_mul (a ^ 2))
  have key : radialMoment ρ 4 - a ^ 2 =
      4 * π * ∫ r in Ioi (0 : ℝ), (r ^ 2 - a) ^ 2 * (r ^ 2 * ρ r) := by
    rw [hf, integral_add hs (h2.const_mul (a ^ 2)), integral_sub h6 (h4.const_mul (2 * a)),
      integral_const_mul, integral_const_mul, hC]
    linear_combination (2 * a) * hB - a ^ 2 * hA
  have hnn : 0 ≤ᵐ[volume.restrict (Ioi (0 : ℝ))]
      fun r => (r ^ 2 - a) ^ 2 * (r ^ 2 * ρ r) := by
    filter_upwards [ae_restrict_mem measurableSet_Ioi] with r hr
    have hp := hρ r hr
    show 0 ≤ (r ^ 2 - a) ^ 2 * (r ^ 2 * ρ r)
    positivity
  -- zero variance would put all the charge on the single shell r = √a
  have hpos : 0 < ∫ r in Ioi (0 : ℝ), (r ^ 2 - a) ^ 2 * (r ^ 2 * ρ r) := by
    refine lt_of_le_of_ne (integral_nonneg_of_ae hnn) fun h0 => ?_
    have hz := (integral_eq_zero_iff_of_nonneg_ae hnn hi).mp h0.symm
    have hne : ({√a}ᶜ : Set ℝ) ∈ ae (volume.restrict (Ioi (0 : ℝ))) :=
      compl_mem_ae_iff.mpr (measure_singleton _)
    have hzero : (fun r => r ^ 2 * ρ r) =ᵐ[volume.restrict (Ioi (0 : ℝ))] fun _ => 0 := by
      filter_upwards [hz, hne, ae_restrict_mem measurableSet_Ioi] with r h1 h3 hr
      have h1' : (r ^ 2 - a) ^ 2 * (r ^ 2 * ρ r) = 0 := h1
      rcases mul_eq_zero.mp h1' with h | h
      · have hra : a = r ^ 2 := by linarith [pow_eq_zero_iff (two_ne_zero) |>.mp h]
        exact absurd (show r = √a by rw [hra, Real.sqrt_sq (le_of_lt hr)]) h3
      · exact h
    rw [integral_congr_ae hzero, integral_zero] at hA
    norm_num at hA
  have hfinal := mul_pos (mul_pos four_pos Real.pi_pos) hpos
  rw [← ha]
  linarith
```

## Size and amplitude drop out

Replace $\rho(r)$ by $c\,\rho(sr)$ with $s>0$. Substituting $x=sr$ gives

$$M_k\to 4\pi c\int_0^\infty\frac{x^{k+2}}{s^{k+2}}\rho(x)\frac{dx}{s}=\frac{c}{s^{k+3}}M_k .$$

```lean
/-- Moments of a density whose length scale and amplitude have been changed. -/
theorem radialMoment_rescale (ρ : ℝ → ℝ) (c : ℝ) {s : ℝ} (hs : 0 < s) (k : ℕ) :
    radialMoment (fun r => c * ρ (s * r)) k = c / s ^ (k + 3) * radialMoment ρ k := by
  have h := integral_comp_mul_left_Ioi (fun x => x ^ (k + 2) * ρ x) 0 hs
  simp only [mul_zero, smul_eq_mul] at h
  have e : (fun r => r ^ (k + 2) * (c * ρ (s * r))) =
      fun r => c / s ^ (k + 2) * ((s * r) ^ (k + 2) * ρ (s * r)) := by
    funext r
    rw [mul_pow]
    field_simp
  simp only [radialMoment]
  rw [e, integral_const_mul, h]
  ring
```

In $S$, numerator and denominator both acquire the factor $c^2/s^{10}$, which cancels for $c\neq0$.

```lean
/-- The shape ratio is unchanged when the length scale is changed by a positive factor and the
amplitude by a nonzero factor. -/
theorem shapeRatio_rescale (ρ : ℝ → ℝ) {c s : ℝ} (hc : c ≠ 0) (hs : 0 < s) :
    shapeRatio (fun r => c * ρ (s * r)) = shapeRatio ρ := by
  have hk : (c / s ^ (2 + 3)) ^ 2 ≠ 0 := by positivity
  have e : c / s ^ (0 + 3) * radialMoment ρ 0 * (c / s ^ (4 + 3) * radialMoment ρ 4) =
      (c / s ^ (2 + 3)) ^ 2 * (radialMoment ρ 0 * radialMoment ρ 4) := by ring
  simp only [shapeRatio, radialMoment_rescale ρ c hs]
  rw [e, mul_pow, mul_div_mul_left _ _ hk]
```

Unit charge and rms radius $a$ (now a length) require $cM_0/s^3=1$ and $cM_2/s^5=a^2$. For positive $M_0$ and $M_2$ the solution is

$$s=\frac1a\sqrt{\frac{M_2}{M_0}},\qquad c=\frac{s^3}{M_0},$$

and the proof supplies these values.

```lean
/-- A density with positive zeroth and second moments can be rescaled to unit charge
and any prescribed rms radius `a`. -/
theorem exists_rescaling {ρ : ℝ → ℝ} (h0 : 0 < radialMoment ρ 0)
    (h2 : 0 < radialMoment ρ 2) {a : ℝ} (ha : 0 < a) :
    ∃ c s : ℝ, 0 < c ∧ 0 < s ∧ radialMoment (fun r => c * ρ (s * r)) 0 = 1 ∧
      radialMoment (fun r => c * ρ (s * r)) 2 = a ^ 2 := by
  obtain ⟨s, hs, hs2⟩ : ∃ s : ℝ, 0 < s ∧
      s ^ 2 * (radialMoment ρ 0 * a ^ 2) = radialMoment ρ 2 := by
    refine ⟨√(radialMoment ρ 2 / radialMoment ρ 0) / a, by positivity, ?_⟩
    rw [div_pow, Real.sq_sqrt (by positivity)]
    field_simp
  refine ⟨s ^ 3 / radialMoment ρ 0, s, by positivity, hs, ?_, ?_⟩
  · rw [radialMoment_rescale ρ _ hs]
    field_simp
  · rw [radialMoment_rescale ρ _ hs, ← hs2]
    field_simp
```

## The uniform ball

The integral stops at $R$:

$$M_k=4\pi c\int_0^R r^{k+2}\,dr=\frac{4\pi c\,R^{k+3}}{k+3}.$$

```lean
/-- The radial moments of a uniform ball. -/
theorem radialMoment_ball (c : ℝ) {R : ℝ} (hR : 0 < R) (k : ℕ) :
    radialMoment (ballDensity c R) k = 4 * π * c * R ^ (k + 3) / (k + 3) := by
  have e : (fun r => r ^ (k + 2) * ballDensity c R r) =
      (Iic R).indicator (fun r => r ^ (k + 2) * c) := by
    funext r
    by_cases h : r ≤ R <;> simp [ballDensity, indicator, h]
  have h3 : (k : ℝ) + 2 + 1 = k + 3 := by ring
  rw [radialMoment, e, setIntegral_indicator measurableSet_Iic, Ioi_inter_Iic,
    ← intervalIntegral.integral_of_le hR.le, intervalIntegral.integral_mul_const,
    integral_pow, zero_pow (show k + 2 + 1 ≠ 0 by omega), Nat.cast_add, Nat.cast_ofNat, h3]
  ring
```

Therefore $S=\dfrac{(1/3)(1/7)}{(1/5)^2}=\dfrac{25}{21}$.

```lean
/-- The shape ratio of a uniform ball is `25/21`. -/
theorem shapeRatio_ball {c R : ℝ} (hc : 0 < c) (hR : 0 < R) :
    shapeRatio (ballDensity c R) = 25 / 21 := by
  have m0 : radialMoment (ballDensity c R) 0 = 4 * π * c * R ^ 3 / 3 := by
    rw [radialMoment_ball c hR]; norm_num
  have m2 : radialMoment (ballDensity c R) 2 = 4 * π * c * R ^ 5 / 5 := by
    rw [radialMoment_ball c hR]; norm_num
  have m4 : radialMoment (ballDensity c R) 4 = 4 * π * c * R ^ 7 / 7 := by
    rw [radialMoment_ball c hR]; norm_num
  rw [shapeRatio, m0, m2, m4, div_eq_iff (by positivity)]
  ring
```

## Gaussian and exponential from one formula

For $c,b,p>0$, the substitution $t=br^p$ turns the moment into a Gamma function:

$$M_k=\frac{4\pi c}{p}\,b^{-(k+3)/p}\,\Gamma\!\left(\frac{k+3}{p}\right).$$

The powers of $b$ cancel in $S$ because $3+7=2\cdot5$ (`hbp`), leaving

$$S=\frac{\Gamma(3/p)\,\Gamma(7/p)}{\Gamma(5/p)^2}.$$

Mathlib provides the integral; the local lemma `m` puts it in the form of a moment.

```lean
/-- The shape ratio of `c exp(-b r^p)` is `Γ(3/p) Γ(7/p) / Γ(5/p)²`. -/
theorem shapeRatio_stretched {c b p : ℝ} (hc : 0 < c) (hb : 0 < b) (hp : 0 < p) :
    shapeRatio (stretchedDensity c b p) =
      Real.Gamma (3 / p) * Real.Gamma (7 / p) / Real.Gamma (5 / p) ^ 2 := by
  have m (k : ℕ) : radialMoment (stretchedDensity c b p) k =
      4 * π * (c * (b ^ (-((k : ℝ) + 3) / p) * (1 / p) * Real.Gamma (((k : ℝ) + 3) / p))) := by
    have hq : (-1 : ℝ) < (k : ℝ) + 2 := by linarith [Nat.cast_nonneg (α := ℝ) k]
    have h := integral_rpow_mul_exp_neg_mul_rpow hp hq hb
    rw [show (k : ℝ) + 2 + 1 = k + 3 by ring] at h
    have e : ∫ r in Ioi (0 : ℝ), r ^ (k + 2) * stretchedDensity c b p r =
        c * ∫ r in Ioi (0 : ℝ), r ^ ((k : ℝ) + 2) * rexp (-b * r ^ p) := by
      rw [← integral_const_mul]
      refine setIntegral_congr_fun measurableSet_Ioi fun r _ => ?_
      have hr : r ^ ((k : ℝ) + 2) = r ^ (k + 2) := by
        rw [← Real.rpow_natCast r (k + 2), Nat.cast_add, Nat.cast_ofNat]
      show r ^ (k + 2) * (c * rexp (-b * r ^ p)) = c * (r ^ ((k : ℝ) + 2) * rexp (-b * r ^ p))
      rw [hr]
      ring
    rw [radialMoment, e, h]
  have m0 := m 0
  have m2 := m 2
  have m4 := m 4
  rw [show ((0 : ℕ) : ℝ) + 3 = 3 by norm_num] at m0
  rw [show ((2 : ℕ) : ℝ) + 3 = 5 by norm_num] at m2
  rw [show ((4 : ℕ) : ℝ) + 3 = 7 by norm_num] at m4
  -- the powers of b cancel
  have hbp : b ^ (-(3 : ℝ) / p) * b ^ (-(7 : ℝ) / p) = (b ^ (-(5 : ℝ) / p)) ^ 2 := by
    rw [← Real.rpow_add hb, sq, ← Real.rpow_add hb]
    congr 1
    ring
  have hG : 0 < Real.Gamma (5 / p) := Real.Gamma_pos_of_pos (by positivity)
  have hB : 0 < b ^ (-(5 : ℝ) / p) := Real.rpow_pos_of_pos hb _
  rw [shapeRatio, m0, m2, m4, div_eq_div_iff (by positivity) (by positivity)]
  linear_combination ((4 * π * c / p) ^ 2 * Real.Gamma (3 / p) * Real.Gamma (7 / p) *
    Real.Gamma (5 / p) ^ 2) * hbp
```

For $p=2$, the recursion $\Gamma(x+1)=x\Gamma(x)$ gives $\Gamma(7/2)=\frac52\Gamma(5/2)$ and $\Gamma(5/2)=\frac32\Gamma(3/2)$, so $S=\frac{5/2}{3/2}=\frac53$.

```lean
/-- The shape ratio of a Gaussian density is `5/3`. -/
theorem shapeRatio_gaussian {c b : ℝ} (hc : 0 < c) (hb : 0 < b) :
    shapeRatio (gaussianDensity c b) = 5 / 3 := by
  have e : gaussianDensity c b = stretchedDensity c b 2 := by
    funext r
    simp only [gaussianDensity, stretchedDensity, Real.rpow_two]
  have h5 : Real.Gamma (5 / 2) = 3 / 2 * Real.Gamma (3 / 2) := by
    rw [show (5 / 2 : ℝ) = 3 / 2 + 1 by norm_num,
      Real.Gamma_add_one (show (3 / 2 : ℝ) ≠ 0 by norm_num)]
  have h7 : Real.Gamma (7 / 2) = 5 / 2 * Real.Gamma (5 / 2) := by
    rw [show (7 / 2 : ℝ) = 5 / 2 + 1 by norm_num,
      Real.Gamma_add_one (show (5 / 2 : ℝ) ≠ 0 by norm_num)]
  have hG : 0 < Real.Gamma (3 / 2) := Real.Gamma_pos_of_pos (by norm_num)
  rw [e, shapeRatio_stretched hc hb two_pos, h7, h5, div_eq_iff (by positivity)]
  ring
```

For $p=1$ the Gamma functions are factorials, and $S=2!\,6!/(4!)^2=1440/576=\frac52$.

```lean
/-- The shape ratio of an exponential density is `5/2`. -/
theorem shapeRatio_exponential {c b : ℝ} (hc : 0 < c) (hb : 0 < b) :
    shapeRatio (exponentialDensity c b) = 5 / 2 := by
  have e : exponentialDensity c b = stretchedDensity c b 1 := by
    funext r
    simp only [exponentialDensity, stretchedDensity, Real.rpow_one]
  have g3 : Real.Gamma (3 / 1) = 2 := by
    rw [show (3 / 1 : ℝ) = ((2 : ℕ) : ℝ) + 1 by norm_num, Real.Gamma_nat_eq_factorial]
    norm_num [Nat.factorial]
  have g5 : Real.Gamma (5 / 1) = 24 := by
    rw [show (5 / 1 : ℝ) = ((4 : ℕ) : ℝ) + 1 by norm_num, Real.Gamma_nat_eq_factorial]
    norm_num [Nat.factorial]
  have g7 : Real.Gamma (7 / 1) = 720 := by
    rw [show (7 / 1 : ℝ) = ((6 : ℕ) : ℝ) + 1 by norm_num, Real.Gamma_nat_eq_factorial]
    norm_num [Nat.factorial]
  rw [e, shapeRatio_stretched hc hb one_pos, g3, g5, g7]
  norm_num
```

## Equal radius, ordered fourth moments

Let the three densities be normalised (`n`, `n'`, `n''`) and share the mean square radius $m=M_2$ (`h'`, `h''`). Then $M_4=S\,m^2$ for each, and since $m>0$,

$$\tfrac{25}{21}m^2<\tfrac53m^2<\tfrac52m^2 .$$

The proof rewrites each shape ratio in this way and compares the three numbers.

```lean
/-- Normalised ball, Gaussian and exponential densities with equal mean square radius
have strictly increasing fourth moments, in this order. -/
theorem fourth_moment_order {c R c' b' c'' b'' : ℝ} (hc : 0 < c) (hR : 0 < R)
    (hc' : 0 < c') (hb' : 0 < b') (hc'' : 0 < c'') (hb'' : 0 < b'')
    (n : radialMoment (ballDensity c R) 0 = 1)
    (n' : radialMoment (gaussianDensity c' b') 0 = 1)
    (n'' : radialMoment (exponentialDensity c'' b'') 0 = 1)
    (h' : radialMoment (gaussianDensity c' b') 2 = radialMoment (ballDensity c R) 2)
    (h'' : radialMoment (exponentialDensity c'' b'') 2 = radialMoment (ballDensity c R) 2) :
    radialMoment (ballDensity c R) 4 < radialMoment (gaussianDensity c' b') 4 ∧
      radialMoment (gaussianDensity c' b') 4 < radialMoment (exponentialDensity c'' b'') 4 := by
  have hm : 0 < radialMoment (ballDensity c R) 2 := by
    rw [radialMoment_ball c hR]
    positivity
  have hm2 : 0 < radialMoment (ballDensity c R) 2 ^ 2 := by positivity
  have r := shapeRatio_ball hc hR
  have r' := shapeRatio_gaussian hc' hb'
  have r'' := shapeRatio_exponential hc'' hb''
  rw [shapeRatio, n, one_mul, div_eq_iff hm2.ne'] at r
  rw [shapeRatio, n', h', one_mul, div_eq_iff hm2.ne'] at r'
  rw [shapeRatio, n'', h'', one_mul, div_eq_iff hm2.ne'] at r''
  constructor <;> linarith

end

end NuclearFieldShift
```

```lean
#print axioms NuclearFieldShift.sq_second_moment_lt_fourth
-- 'NuclearFieldShift.sq_second_moment_lt_fourth' depends on axioms: [propext, Classical.choice, Quot.sound]
#print axioms NuclearFieldShift.shapeRatio_rescale
-- 'NuclearFieldShift.shapeRatio_rescale' depends on axioms: [propext, Classical.choice, Quot.sound]
#print axioms NuclearFieldShift.exists_rescaling
-- 'NuclearFieldShift.exists_rescaling' depends on axioms: [propext, Classical.choice, Quot.sound]
#print axioms NuclearFieldShift.fourth_moment_order
-- 'NuclearFieldShift.fourth_moment_order' depends on axioms: [propext, Classical.choice, Quot.sound]
```
